# A matrix that strictly raises an excitation level bounded by n has a vanishing (n+1)-th power

Let each member of a finite set of configurations carry an excitation level \(g\) between \(0\) and \(n\), and let \(T\) be a square matrix on this set with \(T_{pq}=0\) unless \(g(p)>g(q)\). Then \((T^k)_{pq}=0\) unless \(g(p)\ge g(q)+k\), and therefore \(T^{n+1}=0\). For complex \(T\) it follows that \(e^T\) is a polynomial in \(T\) of degree at most \(n\).

## Excitation levels and cluster operators

Take \(N\) electrons in \(M\) spin orbitals and choose a reference determinant \(\Phi_0\), which fills \(N\) of them. Every other determinant is reached from \(\Phi_0\) by promoting some number of electrons from occupied to virtual spin orbitals. That number is the level \(g\). It is \(0\) for the reference, \(1\) for singles, \(2\) for doubles, and it cannot exceed \(n=\min(N,M-N)\), because either the electrons or the empty orbitals run out.

A cluster operator \(T\) is a linear combination of excitation operators, each of which moves at least one electron from an occupied to a virtual spin orbital. Acting on a determinant, such an operator either gives zero or gives a determinant of higher level, up to a sign. Its matrix elements \(T_{pq}=\langle p|T|q\rangle\), with \(q\) the source and \(p\) the target, therefore vanish unless \(g(p)\ge g(q)+1\).

In coupled-cluster theory with a finite orbital basis, this makes the exponential ansatz \(e^T\Phi_0\) a finite sum, whatever the size of the amplitudes.

## The statement and its Lean objects

The configurations form a finite type `ι`, the level is a function `g : ι → ℕ`, and operators are matrices indexed by `ι`, with the row as target and the column as source. The definition `RaisesBy` says that a matrix \(A\) raises the level by at least \(k\), in the form `g p < g q + k → A p q = 0`. The docstrings call any \(T\) with `RaisesBy g 1 T` a cluster operator. This is wider than the physical term: cluster operators built on the same reference commute with one another, while matrices that raise the level need not.

The theorems then say the following.

- `RaisesBy.mul`: if \(A\) raises by at least \(j\) and \(B\) by at least \(k\), then \(AB\) raises by at least \(j+k\).
- `RaisesBy.pow`: \(T^k\) raises by at least \(k\).
- `cluster_pow_eq_zero`: if all levels are at most \(n\), then \(T^{n+1}=0\).
- `exp_cluster_eq_sum`: under the same bound, \(e^T=\sum_{k=0}^{n}T^k/k!\).
- `exp_cluster_apply_of_le`: if \(g(p)\le g(q)\), then \((e^T)_{pq}=\delta_{pq}\).
- `intermediate_normalisation`: \((e^T)_{pp}=1\) for every \(p\), the reference included.
- `ladder_pow_apply` and `ladder_witness`: for each \(n\) there is a matrix that meets the hypotheses and has a non-zero \(n\)-th power.

The first three hold for entries in any semiring, which includes real and complex amplitudes. The others are stated over \(\mathbb{C}\). The number \(n\) is only an upper bound and need not be attained.

That \(T\) raises the level is a hypothesis here. The argument from excitation operators given above motivates it, but the file contains no fermion operators and no determinants. The set of configurations is finite, so an infinite orbital basis is not covered. The anti-Hermitian combination \(T-T^\dagger\) of unitary coupled cluster is not covered either, since it lowers levels as well as raising them.

## Minimal raises add in a product

Suppose that \(A\) raises by at least \(j\) and \(B\) by at least \(k\), and let \(g(p)<g(q)+j+k\). We want to show that

\[
(AB)_{pq}=\sum_r A_{pr}B_{rq}
\]

is zero. Fix an intermediate configuration \(r\). If \(g(p)<g(r)+j\), then \(A_{pr}=0\). Otherwise \(g(r)+j\le g(p)<g(q)+j+k\), so \(g(r)<g(q)+k\) and \(B_{rq}=0\). Every term contains a vanishing factor, and the sum is zero.

The result for powers follows by induction on \(k\). For \(k=0\) we have \(T^0=1\), and if \(g(p)<g(q)\) then \(p\ne q\), so the element \(\delta_{pq}\) is zero. For the step, write \(T^{k+1}=T^kT\). The first factor raises by at least \(k\) and the second by at least \(1\), so the product raises by at least \(k+1\).

Now let all levels be at most \(n\). For any \(p\) and \(q\),

\[
g(p)\le n<n+1\le g(q)+(n+1),
\]

so \((T^{n+1})_{pq}=0\). This holds for every element, hence \(T^{n+1}=0\).

## The exponential stops at order n

In the series \(e^T=\sum_{k\ge 0}T^k/k!\), every term with \(k\ge n+1\) contains the factor \(T^{n+1}=0\). What remains is

\[
e^T=\sum_{k=0}^{n}\frac{1}{k!}\,T^k .
\]

For two electrons in four spin orbitals \(n=2\), and \(e^T=1+T+\tfrac12T^2\) exactly.

Take next two configurations with \(g(p)\le g(q)\). For every \(k\ge1\) we have \(g(p)<g(q)+k\), so \((T^k)_{pq}=0\). Only the term \(k=0\) survives, and \((e^T)_{pq}=\delta_{pq}\). With \(p=q\) this gives \((e^T)_{pp}=1\).

For the reference this is intermediate normalisation: \(\Psi=e^T\Phi_0\) has overlap \(1\) with \(\Phi_0\). The vector \(\Psi\) itself generally does not have unit length. In an orthonormal set of determinants, the weight of the reference in the normalised state is \(1/\langle\Psi|\Psi\rangle\).

## A ladder with a non-zero n-th power

Let there be exactly one configuration on each level \(0,\dots,n\), and let \(L\) take each level to the next, so that \(L_{pq}=1\) if \(p=q+1\) and \(L_{pq}=0\) otherwise. This matrix raises the level by one. Its powers are

\[
(L^k)_{pq}=\begin{cases}1 & p=q+k,\\ 0 & \text{otherwise.}\end{cases}
\]

For \(k=0\) this is the identity matrix. For the step, use

\[
(L^{k+1})_{pq}=\sum_r L_{pr}\,(L^k)_{rq}.
\]

By the induction hypothesis only \(r=q+k\) can contribute. If \(p=q+k+1\), this level exists, because \(q+k<p\le n\), and it contributes \(1\cdot1\). If \(p\ne q+k+1\), then either level \(q+k\) does not exist or \(L_{pr}=0\) there, and the sum is zero.

With \(k=n\), the element from level \(0\) to level \(n\) is \(1\), so \(L^n\ne0\). The exponent \(n+1\) can therefore not be lowered for all matrices that satisfy the hypotheses. For \(n=0\) the ladder is the \(1\times1\) zero matrix, and its zeroth power is the identity.

## Building the wavefunction in a determinant code

In a small program that stores the wavefunction as a vector over all determinants, \(e^T\Phi_0\) can be built by repeated application of \(T\):

\[
c^{(0)}=\Phi_0,\qquad c^{(k)}=\frac1k\,T\,c^{(k-1)},\qquad \Psi=\sum_{k=0}^{n}c^{(k)} .
\]

The loop ends after \(n\) applications and needs no convergence threshold. One further application must give the zero vector. If it doesn't, either some element of \(T\) fails to raise the level or \(n\) was set too low. A second check is that the reference component of \(\Psi\) equals \(1\).

If \(T\) contains only double excitations, each application raises the level by two, and the loop can already end at the integer part of \(n/2\).

Production coupled-cluster programs usually do not form this vector. They solve equations for the amplitudes, where the expansion of \(e^{-T}He^{T}\) in commutators ends at fourth order because \(H\) contains at most two-body terms and the excitation operators in \(T\) commute with one another. That is a different truncation from the one derived here.

## The complete Lean file

```lean
import Mathlib

open Matrix

namespace ClusterNilpotency

variable {ι R : Type*} [Fintype ι] [Semiring R]

/-- The matrix `A` raises the excitation grade `g` by at least `k`: its element from
configuration `q` to configuration `p` vanishes whenever `g p < g q + k`. -/
def RaisesBy (g : ι → ℕ) (k : ℕ) (A : Matrix ι ι R) : Prop :=
  ∀ p q, g p < g q + k → A p q = 0

/-- If `A` raises the grade by at least `j` and `B` by at least `k`, then the product `A * B`
raises it by at least `j + k`. -/
theorem RaisesBy.mul {g : ι → ℕ} {j k : ℕ} {A B : Matrix ι ι R}
    (hA : RaisesBy g j A) (hB : RaisesBy g k B) : RaisesBy g (j + k) (A * B) := by
  intro p q h
  rw [Matrix.mul_apply]
  apply Finset.sum_eq_zero
  intro r _
  -- for each intermediate configuration one of the two factors vanishes
  by_cases hr : g p < g r + j
  · rw [hA p r hr, zero_mul]
  · rw [hB r q (by omega), mul_zero]

variable [DecidableEq ι]

/-- The `k`-th power of a cluster operator, which raises the excitation grade by at least one,
raises the grade by at least `k`. -/
theorem RaisesBy.pow {g : ι → ℕ} {T : Matrix ι ι R} (hT : RaisesBy g 1 T) (k : ℕ) :
    RaisesBy g k (T ^ k) := by
  induction k with
  | zero =>
    intro p q h
    have hpq : p ≠ q := by
      rintro rfl
      omega
    rw [pow_zero, Matrix.one_apply_ne hpq]
  | succ k ih =>
    rw [pow_succ]
    exact ih.mul hT

/-- If no configuration has an excitation grade above `n`, the power `n + 1` of a cluster
operator is zero. -/
theorem cluster_pow_eq_zero {g : ι → ℕ} {n : ℕ} (hg : ∀ p, g p ≤ n)
    {T : Matrix ι ι R} (hT : RaisesBy g 1 T) : T ^ (n + 1) = 0 := by
  ext p q
  have hp := hg p
  exact hT.pow (n + 1) p q (by omega)

/-- The exponential of a cluster operator equals its power series cut off after order `n`,
where `n` bounds the excitation grade. -/
theorem exp_cluster_eq_sum {g : ι → ℕ} {n : ℕ} (hg : ∀ p, g p ≤ n)
    {T : Matrix ι ι ℂ} (hT : RaisesBy g 1 T) :
    NormedSpace.exp T = ∑ k ∈ Finset.range (n + 1), (k.factorial : ℂ)⁻¹ • T ^ k := by
  rw [NormedSpace.exp_eq_tsum ℂ]
  refine tsum_eq_sum (fun k hk => ?_)
  -- every order beyond `n` contains the vanishing power
  have hnk : n + 1 ≤ k := Nat.le_of_not_lt (fun h => hk (Finset.mem_range.2 h))
  rw [pow_eq_zero_of_le hnk (cluster_pow_eq_zero hg hT), smul_zero]

/-- Between configurations whose grade is not raised, the exponential of a cluster operator has
the same matrix elements as the identity. -/
theorem exp_cluster_apply_of_le {g : ι → ℕ} {T : Matrix ι ι ℂ} (hT : RaisesBy g 1 T)
    {p q : ι} (hpq : g p ≤ g q) :
    NormedSpace.exp T p q = (1 : Matrix ι ι ℂ) p q := by
  -- a finite set of configurations has a highest grade
  have hg : ∀ r, g r ≤ Finset.univ.sup g := fun r => Finset.le_sup (Finset.mem_univ r)
  rw [exp_cluster_eq_sum hg hT, Matrix.sum_apply, Finset.sum_eq_single 0]
  · simp
  · intro k _ hk
    rw [Matrix.smul_apply, hT.pow k p q (by omega), smul_zero]
  · intro h
    exact absurd (Finset.mem_range.2 (Nat.succ_pos _)) h

/-- Every diagonal element of the exponential of a cluster operator is one. -/
theorem intermediate_normalisation {g : ι → ℕ} {T : Matrix ι ι ℂ} (hT : RaisesBy g 1 T)
    (p : ι) : NormedSpace.exp T p p = 1 := by
  rw [exp_cluster_apply_of_le hT le_rfl, Matrix.one_apply_eq]

/-- The ladder operator on the levels `0, ..., n`, which takes each level below `n` to the next
one with amplitude one and annihilates level `n`. -/
def ladder (n : ℕ) : Matrix (Fin (n + 1)) (Fin (n + 1)) ℂ :=
  Matrix.of fun p q => if (p : ℕ) = (q : ℕ) + 1 then 1 else 0

/-- The `k`-th power of the ladder operator connects level `q` to level `q + k` with amplitude
one, and has no other non-zero elements. -/
theorem ladder_pow_apply (n k : ℕ) (p q : Fin (n + 1)) :
    (ladder n ^ k) p q = if (p : ℕ) = (q : ℕ) + k then 1 else 0 := by
  induction k generalizing p with
  | zero => simp [Matrix.one_apply, Fin.ext_iff]
  | succ k ih =>
    rw [pow_succ', Matrix.mul_apply]
    simp only [ih]
    simp only [ladder, Matrix.of_apply]
    by_cases h : (p : ℕ) = (q : ℕ) + (k + 1)
    · -- the only path runs through level `q + k`
      have hr : (q : ℕ) + k < n + 1 := by
        have := p.isLt
        omega
      rw [Finset.sum_eq_single (⟨(q : ℕ) + k, hr⟩ : Fin (n + 1))]
      · simp [h, add_assoc]
      · intro r _ hne
        have hr' : ¬ (r : ℕ) = (q : ℕ) + k := fun e => hne (Fin.ext e)
        rw [if_neg hr', mul_zero]
      · intro h'
        exact absurd (Finset.mem_univ _) h'
    · rw [if_neg h]
      apply Finset.sum_eq_zero
      intro r _
      by_cases hr : (r : ℕ) = (q : ℕ) + k
      · rw [if_neg (show ¬ (p : ℕ) = (r : ℕ) + 1 by omega), zero_mul]
      · rw [if_neg hr, mul_zero]

/-- With the level number as grade, which is at most `n`, the ladder operator raises the grade
by at least one, and its `n`-th power is not zero. -/
theorem ladder_witness (n : ℕ) :
    (∀ p : Fin (n + 1), (p : ℕ) ≤ n) ∧
      RaisesBy (fun p : Fin (n + 1) => (p : ℕ)) 1 (ladder n) ∧ ladder n ^ n ≠ 0 := by
  refine ⟨fun p => Nat.le_of_lt_succ p.isLt, ?_, ?_⟩
  · intro p q h
    have hne : ¬ (p : ℕ) = (q : ℕ) + 1 := ne_of_lt h
    simp only [ladder, Matrix.of_apply]
    rw [if_neg hne]
  · intro h
    -- the element from the lowest to the highest level is one
    have h1 := ladder_pow_apply n n (Fin.last n) 0
    rw [h] at h1
    simp at h1

end ClusterNilpotency
```

```lean
#print axioms ClusterNilpotency.intermediate_normalisation
#print axioms ClusterNilpotency.ladder_pow_apply
```

```
'ClusterNilpotency.intermediate_normalisation' depends on axioms: [propext, Classical.choice, Quot.sound]
'ClusterNilpotency.ladder_pow_apply' depends on axioms: [propext, Classical.choice, Quot.sound]
```

## How the proofs follow the derivation

**Products and powers.** `RaisesBy.mul` writes the matrix element as a sum over `r` and uses `Finset.sum_eq_zero`, which reduces the goal to showing that each term is zero. The `by_cases` on `g p < g r + j` is the case distinction made above, and `omega` supplies the inequality \(g(r)<g(q)+k\) in the second case. `RaisesBy.pow` is the induction on \(k\). Its zero case derives `p ≠ q` from the strict inequality between the levels, and its successor case applies the product rule to \(T^kT\). In `cluster_pow_eq_zero`, `ext p q` passes to single elements, and `omega` checks the chain of inequalities that starts from \(g(p)\le n\).

**The exponential.** `exp_cluster_eq_sum` first replaces the exponential by its infinite series. The lemma `tsum_eq_sum` then says that a series whose terms vanish outside a finite set equals the sum over that set, so no estimate of convergence is needed. It remains to show that the terms with \(k\ge n+1\) vanish, which `pow_eq_zero_of_le` obtains from \(T^{n+1}=0\).

`exp_cluster_apply_of_le` has no bound \(n\) among its hypotheses. The proof takes the highest level that occurs, `Finset.univ.sup g`, as the bound and inserts the finite sum. `Finset.sum_eq_single 0` keeps the term \(k=0\), and `RaisesBy.pow` removes the others. `intermediate_normalisation` is the case \(p=q\).

**The ladder.** In `ladder_pow_apply` the induction is carried out for all targets at once (`generalizing p`), because the step applies the induction hypothesis to the intermediate level \(r\) in place of \(p\). The power is split as \(L\cdot L^k\), as in the derivation. When \(p=q+k+1\), the proof first shows that level \(q+k\) lies within the range and then isolates its term with `Finset.sum_eq_single`. In the other case every term is shown to be zero.

`ladder_witness` collects three facts: the levels are at most \(n\), the ladder raises them by at least one, and \(L^n\ne0\). For the last, it assumes \(L^n=0\) and evaluates the element from level \(0\) to level \(n\), which would have to be both \(0\) and \(1\).
